# Orbital angular momentum commutes with the Laplacian and with $r^2$ on polynomials

Take two coordinates $x$ and $y$, the operator $J = x\,\partial_y - y\,\partial_x$ and the Laplacian $\Delta = \partial_x^2 + \partial_y^2$. The polynomial $p = xy$ is harmonic, meaning $\Delta p = 0$. The two halves of $J$ send it to $x\,\partial_y p = x^2$ and $y\,\partial_x p = y^2$, and neither of these is harmonic: each has Laplacian $2$, which is $2\,\partial_x\partial_y p$. In the difference the two terms cancel, and $Jp = x^2 - y^2$ is harmonic again. The radius behaves the same way: $J(x^2+y^2) = x\cdot 2y - y\cdot 2x = 0$. These two cancellations are the whole mechanism, in any dimension and for any polynomial.

## The identities

Let $x_k$ be finitely many Cartesian coordinates, $\partial_k = \partial/\partial x_k$, and let $p$ be a polynomial in the $x_k$ with complex coefficients. Define

$$\Delta = \sum_k \partial_k\partial_k, \qquad r^2 = \sum_k x_k^2, \qquad J_{ij} = x_i\,\partial_j - x_j\,\partial_i .$$

With $[A,B] = AB - BA$ and $r^2$ read as a multiplication operator, every pair of indices $i, j$ satisfies

$$[J_{ij}, \Delta] = 0, \qquad [J_{ij}, r^2] = 0 .$$

In three dimensions put $(x,y,z) = (x_0,x_1,x_2)$, set $\hbar = 1$, write $\mathrm{i}$ for the imaginary unit to keep it apart from the index $i$, and define $L_a = -\mathrm{i}\,J_{a+1,\,a+2}$ for $a = 0,1,2$ with indices taken modulo 3:

$$L_x = L_0 = -\mathrm{i}(y\,\partial_z - z\,\partial_y), \quad L_y = L_1 = -\mathrm{i}(z\,\partial_x - x\,\partial_z), \quad L_z = L_2 = -\mathrm{i}(x\,\partial_y - y\,\partial_x).$$

Then $[L_a,\Delta] = 0$ and $[L_a, r^2] = 0$. If $\Delta p = 0$, then $\Delta L_a p = 0$, and the same holds for any ordered product $L_{a_1}\cdots L_{a_n}$ in place of $L_a$. Further, with $r^2$ now the polynomial on which $L_a$ acts and no longer an operator, $L_a (r^2)^n = 0$ for every integer $n \ge 0$, and $L_a\, q(r^2) = 0$ for every polynomial $q$ in one variable. The polynomial $x + \mathrm{i}y$ is harmonic and has $L_z(x+\mathrm{i}y) = x+\mathrm{i}y$, so $L_z$ does not act as zero on harmonic polynomials.

## Where a code relies on them

For one spinless particle in three dimensions, with operators acting on polynomials, the two commutators are the algebra that makes $L_a$ commute with the kinetic energy $-\tfrac12\Delta$ (unit mass) and with an isotropic harmonic potential proportional to $r^2$. A code that writes atom-centred basis functions as a harmonic polynomial times a radial factor, and evaluates $L_a$, taken about that same centre, by acting on the polynomial alone, uses two facts. The operator must pass through the radial factor, and it must return a harmonic polynomial, so that no $r^2$-type admixture appears in a purely spherical set. The identities above supply the second fact in full and the first for the factor $r^2$. A routine that generates harmonic polynomials by repeated application of components of $L$ uses the statement about ordered products.

## Derivation

The product rule and $\partial_k x_i = \delta_{ki}$, with $\delta$ the Kronecker symbol, give the canonical relation

$$\partial_k(x_i\,p) = x_i\,\partial_k p + \delta_{ki}\,p . \tag{1}$$

Partial derivatives commute, $\partial_i\partial_j p = \partial_j\partial_i p$. Every polynomial is built from constants by addition and by multiplication with a coordinate $x_n$. For a constant both sides vanish, and for a sum linearity suffices. For a product, (1) applied twice gives

$$\partial_i\partial_j(x_n p) = \partial_i\left(x_n\partial_j p + \delta_{jn}p\right) = x_n\,\partial_i\partial_j p + \delta_{in}\,\partial_j p + \delta_{jn}\,\partial_i p, \tag{2}$$

which is symmetric under $i \leftrightarrow j$ once the claim holds for $p$.

Setting both derivative indices to $k$ in the same computation gives $\partial_k\partial_k(x_i p) = x_i\,\partial_k\partial_k p + 2\delta_{ki}\,\partial_k p$, and the sum over $k$ is

$$\Delta(x_i\,p) = x_i\,\Delta p + 2\,\partial_i p . \tag{3}$$

Two swaps give $\partial_k\partial_k\partial_m = \partial_k\partial_m\partial_k = \partial_m\partial_k\partial_k$ for any index $m$, hence $\Delta\,\partial_m = \partial_m\Delta$. Apply (3) to each half of $J_{ij}p$:

$$\Delta J_{ij}\,p = x_i\,\Delta\partial_j p + 2\,\partial_i\partial_j p - x_j\,\Delta\partial_i p - 2\,\partial_j\partial_i p = x_i\,\partial_j\Delta p - x_j\,\partial_i\Delta p = J_{ij}\Delta p . \tag{4}$$

For the radius, (1) with $p = x_k$ gives $\partial_m(x_k x_k) = 2\delta_{mk}\,x_m$, so $\partial_m r^2 = 2x_m$. The product rule then yields

$$J_{ij}(r^2 p) = x_i\left(r^2\partial_j p + 2x_j\,p\right) - x_j\left(r^2\partial_i p + 2x_i\,p\right) = r^2 J_{ij}\,p . \tag{5}$$

Multiplying (4) and (5) by $-\mathrm{i}$ gives both commutators for $L_a$. If $\Delta p = 0$, then $\Delta L_a p = L_a\Delta p = 0$, and applying this once per factor, from the rightmost outwards, handles $L_{a_1}\cdots L_{a_n}p$. For the powers, $L_a 1 = 0$ because derivatives of a constant vanish, and $L_a (r^2)^{n+1} = L_a\left(r^2 (r^2)^n\right) = r^2 L_a (r^2)^n$, so induction on $n$ gives zero throughout. For $q(t) = \sum_n c_n t^n$ with complex coefficients $c_n$, linearity gives $L_a\,q(r^2) = \sum_n c_n L_a (r^2)^n = 0$.

For the example, (3) with $p = 1$ gives $\Delta x_i = 0$, so $x+\mathrm{i}y$ is harmonic. Directly, $L_z x = -\mathrm{i}(0 - y) = \mathrm{i}y$ and $L_z y = -\mathrm{i}x$, so $L_z(x+\mathrm{i}y) = \mathrm{i}y + \mathrm{i}(-\mathrm{i})x = x + \mathrm{i}y$.

## The Lean file

```lean
import Mathlib

open MvPolynomial

namespace OrbitalAngularMomentum

noncomputable section

variable {σ : Type*} [Fintype σ] [DecidableEq σ]

/-- The partial derivative `∂/∂x_i` as a linear operator on complex polynomials. -/
def D (i : σ) : Module.End ℂ (MvPolynomial σ ℂ) :=
  (pderiv i : Derivation ℂ (MvPolynomial σ ℂ) (MvPolynomial σ ℂ)).toLinearMap

/-- The position operator: multiplication by the coordinate `x_i`. -/
def pos (i : σ) : Module.End ℂ (MvPolynomial σ ℂ) :=
  LinearMap.mulLeft ℂ (X i)

/-- The Laplacian, the sum of the second derivatives `∂_k ∂_k`. -/
def laplacian : Module.End ℂ (MvPolynomial σ ℂ) :=
  ∑ k, D k * D k

/-- The squared radius `r² = ∑ x_k²` as a polynomial. -/
def rsq : MvPolynomial σ ℂ :=
  ∑ k, X k * X k

/-- The operator of multiplication by `r²`. -/
def mulRsq : Module.End ℂ (MvPolynomial σ ℂ) :=
  LinearMap.mulLeft ℂ rsq

/-- The rotation generator in the `(i, j)` plane, `x_i ∂_j - x_j ∂_i`. -/
def J (i j : σ) : Module.End ℂ (MvPolynomial σ ℂ) :=
  pos i * D j - pos j * D i

/-- Orbital angular momentum with `ħ = 1` and `(x, y, z) = (x_0, x_1, x_2)`:
`L_x = -i (y ∂_z - z ∂_y)` and its cyclic permutations. -/
def L (a : Fin 3) : Module.End ℂ (MvPolynomial (Fin 3) ℂ) :=
  (-Complex.I) • J (a + 1) (a + 2)

/-- A polynomial is harmonic when its Laplacian vanishes. -/
def IsHarmonic (p : MvPolynomial σ ℂ) : Prop :=
  laplacian p = 0

omit [Fintype σ] in
/-- Canonical commutation relation: `∂_k (x_i p) = x_i ∂_k p + δ_ki p`. -/
theorem pderiv_X_mul (k i : σ) (p : MvPolynomial σ ℂ) :
    pderiv k (X i * p) = X i * pderiv k p + if k = i then p else 0 := by
  rw [Derivation.leibniz, smul_eq_mul, smul_eq_mul]
  by_cases h : k = i
  · subst h
    rw [pderiv_X_self, if_pos rfl, mul_one]
  · rw [pderiv_X_of_ne (Ne.symm h), if_neg h, mul_zero]

omit [Fintype σ] in
/-- Partial derivatives of a polynomial commute. -/
theorem pderiv_swap (i j : σ) (p : MvPolynomial σ ℂ) :
    pderiv i (pderiv j p) = pderiv j (pderiv i p) := by
  induction p using MvPolynomial.induction_on with
  | C a => simp only [pderiv_C, map_zero]
  | add p q hp hq => simp only [map_add, hp, hq]
  | mul_X p n hp =>
    rw [mul_comm p]
    simp only [pderiv_X_mul, map_add, hp]
    split_ifs <;> (try simp only [map_zero]) <;> ring

/-- The commutator of the Laplacian with a coordinate: `Δ (x_i p) = x_i Δ p + 2 ∂_i p`. -/
theorem laplacian_X_mul (i : σ) (p : MvPolynomial σ ℂ) :
    laplacian (X i * p) = X i * laplacian p + 2 * pderiv i p := by
  have hlap : ∀ q : MvPolynomial σ ℂ, laplacian q = ∑ k, pderiv k (pderiv k q) := by
    intro q
    rw [laplacian, LinearMap.sum_apply]
    rfl
  -- move each `∂_k ∂_k` through `x_i` with the canonical relation
  have key : ∀ k, pderiv k (pderiv k (X i * p))
      = X i * pderiv k (pderiv k p) + if k = i then 2 * pderiv k p else 0 := by
    intro k
    simp only [pderiv_X_mul, map_add]
    split_ifs <;> (try simp only [map_zero]) <;> ring
  rw [hlap, hlap, Finset.sum_congr rfl (fun k _ => key k), Finset.sum_add_distrib,
    ← Finset.mul_sum, Finset.sum_ite_eq', if_pos (Finset.mem_univ i)]

/-- In any dimension, each rotation generator `x_i ∂_j - x_j ∂_i` commutes with
the Laplacian. -/
theorem J_commute_laplacian (i j : σ) : Commute (J i j) laplacian := by
  have hlap : ∀ q : MvPolynomial σ ℂ, laplacian q = ∑ k, pderiv k (pderiv k q) := by
    intro q
    rw [laplacian, LinearMap.sum_apply]
    rfl
  -- the Laplacian commutes with every partial derivative
  have hD : ∀ (m : σ) (q : MvPolynomial σ ℂ),
      laplacian (pderiv m q) = pderiv m (laplacian q) := by
    intro m q
    rw [hlap, hlap, map_sum]
    refine Finset.sum_congr rfl fun k _ => ?_
    rw [pderiv_swap k m q, pderiv_swap k m (pderiv k q)]
  have hp : ∀ p : MvPolynomial σ ℂ,
      X i * pderiv j (laplacian p) - X j * pderiv i (laplacian p)
        = laplacian (X i * pderiv j p - X j * pderiv i p) := by
    intro p
    -- the leftover terms `2 ∂_i ∂_j p` and `2 ∂_j ∂_i p` cancel
    rw [map_sub, laplacian_X_mul, laplacian_X_mul, hD, hD, pderiv_swap i j p]
    ring
  exact LinearMap.ext hp

/-- In any dimension, each rotation generator `x_i ∂_j - x_j ∂_i` commutes with
multiplication by `r²`. -/
theorem J_commute_mulRsq (i j : σ) : Commute (J i j) mulRsq := by
  -- the gradient of `r²` is `2 x`
  have hr : ∀ m : σ, pderiv m (rsq : MvPolynomial σ ℂ) = 2 * X m := by
    intro m
    have h1 : ∀ k, pderiv m (X k * X k : MvPolynomial σ ℂ)
        = if m = k then 2 * X m else 0 := by
      intro k
      rw [pderiv_X_mul]
      split_ifs with h
      · subst h
        rw [pderiv_X_self]
        ring
      · rw [pderiv_X_of_ne (Ne.symm h)]
        ring
    rw [rsq, map_sum, Finset.sum_congr rfl (fun k _ => h1 k), Finset.sum_ite_eq,
      if_pos (Finset.mem_univ m)]
  have hp : ∀ p : MvPolynomial σ ℂ,
      X i * pderiv j (rsq * p) - X j * pderiv i (rsq * p)
        = rsq * (X i * pderiv j p - X j * pderiv i p) := by
    intro p
    simp only [Derivation.leibniz, smul_eq_mul, hr]
    ring
  exact LinearMap.ext hp

/-- Each component of the orbital angular momentum commutes with the Laplacian and with
multiplication by `r²`, maps harmonic polynomials to harmonic polynomials, and
annihilates every power of `r²`. -/
theorem L_commute_laplacian_and_rsq (a : Fin 3) :
    Commute (L a) laplacian ∧ Commute (L a) mulRsq ∧
      (∀ p, IsHarmonic p → IsHarmonic (L a p)) ∧ ∀ n : ℕ, L a (rsq ^ n) = 0 := by
  have h1 : Commute (L a) laplacian := (J_commute_laplacian _ _).smul_left _
  have h2 : Commute (L a) mulRsq := (J_commute_mulRsq _ _).smul_left _
  refine ⟨h1, h2, fun p hp => ?_, fun n => ?_⟩
  · -- `Δ L p = L Δ p = 0`
    have h : L a (laplacian p) = laplacian (L a p) := LinearMap.congr_fun h1.eq p
    unfold IsHarmonic at hp ⊢
    rw [← h, hp, map_zero]
  · induction n with
    | zero =>
      have e : L a 1 = (-Complex.I) •
          (X (a + 1) * pderiv (a + 2) 1 - X (a + 2) * pderiv (a + 1) 1) := rfl
      rw [pow_zero, e]
      simp
    | succ n ih =>
      -- pull one factor of `r²` through `L`
      have hm : ∀ q : MvPolynomial (Fin 3) ℂ, mulRsq q = rsq * q :=
        fun q => LinearMap.mulLeft_apply ℂ rsq q
      have h := LinearMap.congr_fun h2.eq (rsq ^ n)
      rw [Module.End.mul_apply, Module.End.mul_apply, hm, hm] at h
      rw [pow_succ', h, ih, mul_zero]

/-- Each component of the orbital angular momentum annihilates `q(r²)` for every
one-variable polynomial `q`. -/
theorem L_radial (a : Fin 3) (q : Polynomial ℂ) : L a (Polynomial.aeval rsq q) = 0 := by
  have h := (L_commute_laplacian_and_rsq a).2.2.2
  rw [Polynomial.aeval_eq_sum_range, map_sum]
  refine Finset.sum_eq_zero fun n _ => ?_
  rw [map_smul, h n, smul_zero]

/-- Any ordered product of orbital angular momentum components maps harmonic polynomials
to harmonic polynomials. -/
theorem L_word_harmonic (w : List (Fin 3)) (p : MvPolynomial (Fin 3) ℂ)
    (hp : IsHarmonic p) : IsHarmonic ((w.map L).prod p) := by
  induction w with
  | nil => exact hp
  | cons a w ih =>
    rw [List.map_cons, List.prod_cons, Module.End.mul_apply]
    exact (L_commute_laplacian_and_rsq a).2.2.1 _ ih

/-- The polynomial `x + i y` is harmonic and satisfies `L_z (x + i y) = x + i y`. -/
theorem Lz_x_add_iy :
    IsHarmonic (X 0 + Complex.I • X 1 : MvPolynomial (Fin 3) ℂ) ∧
      L 2 (X 0 + Complex.I • X 1) = X 0 + Complex.I • X 1 := by
  have h1 : laplacian (1 : MvPolynomial (Fin 3) ℂ) = 0 := by
    rw [laplacian, LinearMap.sum_apply]
    refine Finset.sum_eq_zero fun k _ => ?_
    change pderiv k (pderiv k 1) = 0
    simp
  have hX : ∀ i : Fin 3, laplacian (X i : MvPolynomial (Fin 3) ℂ) = 0 := by
    intro i
    have h := laplacian_X_mul i (1 : MvPolynomial (Fin 3) ℂ)
    rw [mul_one, h1] at h
    rw [h]
    simp
  have e : ∀ p, L 2 p = (-Complex.I) • (X 0 * pderiv 1 p - X 1 * pderiv 0 p) :=
    fun p => rfl
  have n01 : (0 : Fin 3) ≠ 1 := by decide
  -- `L_z x = i y` and `L_z y = -i x`
  have e0 : L 2 (X 0) = Complex.I • X 1 := by
    rw [e, pderiv_X_self, pderiv_X_of_ne n01, mul_zero, mul_one, zero_sub, neg_smul_neg]
  have e1 : L 2 (X 1) = (-Complex.I) • X 0 := by
    rw [e, pderiv_X_self, pderiv_X_of_ne n01.symm, mul_zero, mul_one, sub_zero]
  constructor
  · unfold IsHarmonic
    rw [map_add, map_smul, hX, hX, smul_zero, add_zero]
  · rw [map_add, map_smul, e0, e1, smul_smul, mul_neg, Complex.I_mul_I, neg_neg, one_smul,
      add_comm]

end

end OrbitalAngularMomentum
```

```lean
#print axioms OrbitalAngularMomentum.L_commute_laplacian_and_rsq
#print axioms OrbitalAngularMomentum.L_radial
#print axioms OrbitalAngularMomentum.L_word_harmonic
#print axioms OrbitalAngularMomentum.Lz_x_add_iy
```

```
'OrbitalAngularMomentum.L_commute_laplacian_and_rsq' depends on axioms: [propext, Classical.choice, Quot.sound]
'OrbitalAngularMomentum.L_radial' depends on axioms: [propext, Classical.choice, Quot.sound]
'OrbitalAngularMomentum.L_word_harmonic' depends on axioms: [propext, Classical.choice, Quot.sound]
'OrbitalAngularMomentum.Lz_x_add_iy' depends on axioms: [propext, Classical.choice, Quot.sound]
```

## The statements in words

The states are elements of `MvPolynomial σ ℂ`, formal polynomials with complex coefficients in variables `X k` labelled by a finite type `σ`. They stand for polynomial wavefunctions of real coordinates, and `pderiv k` is the formal derivative, which on polynomials agrees with the analytic one. Operators are elements of `Module.End ℂ (MvPolynomial σ ℂ)`, complex-linear maps whose product is composition with the right factor acting first. Thus `pos i * D j` is $x_i\partial_j$: differentiate, then multiply. The definitions `D`, `pos`, `laplacian`, `J` and `L` are $\partial_i$, multiplication by $x_i$, $\Delta$, $J_{ij}$ and $L_a$. The polynomial $r^2$ is `rsq`, and the operator that multiplies by it is `mulRsq`. The metric is Euclidean, fixed by the unweighted sums in `laplacian` and `rsq`. In `L`, addition in `Fin 3` wraps around, which produces the cyclic pattern, so `L 2` is $-\mathrm{i}J_{01} = L_z$. `Commute A B` means $AB = BA$ as operators, that is, on every polynomial.

`J_commute_laplacian` and `J_commute_mulRsq` hold for every finite `σ` and every pair `i j`, with no condition $i \ne j$. When $i = j$, and so always in one dimension, $J_{ij}$ is the zero operator and the statements are trivially true. Two dimensions is the first case with content.

`L_commute_laplacian_and_rsq` is a conjunction of four claims for each `a : Fin 3`: the two commutators, the implication from `IsHarmonic p` to `IsHarmonic (L a p)`, and `L a (rsq ^ n) = 0` for all natural numbers `n`, including $n = 0$, where the power is the constant $1$. In `L_radial`, `Polynomial.aeval rsq q` is $q(r^2)$, the substitution of $r^2$ for the variable of `q`. In `L_word_harmonic`, a list `w` of indices $[a_1,\dots,a_n]$ gives `(w.map L).prod` $= L_{a_1}\cdots L_{a_n}$, with the last entry acting first and the empty list giving the identity. Its one hypothesis, `hp`, is $\Delta p = 0$; the polynomial need not be homogeneous.

`Lz_x_add_iy` works with the unnormalised $x + \mathrm{i}y = r\sin\theta\,e^{\mathrm{i}\varphi}$, where $\theta$ and $\varphi$ are the polar and azimuthal angles. The integral of $\sin^2\theta$ over the unit sphere is $8\pi/3$, so the function of unit norm on the sphere is $\sqrt{3/8\pi}\,(x+\mathrm{i}y)/r$, up to the phase convention for $Y_1^1$. The eigenvalue $+1$ of the polynomial is unaffected by a constant factor.

## How the proof follows the derivation

`pderiv_X_mul` is (1). `Derivation.leibniz` is the product rule, and the case split on `k = i` evaluates the Kronecker symbol, which appears as `if k = i then p else 0`.

`pderiv_swap` runs the induction over constants, sums and products with a coordinate through the cases `C`, `add` and `mul_X`. In the last case, rewriting with `pderiv_X_mul` and the induction hypothesis `hp` produces (2) on both sides, `split_ifs` enumerates the values of the two Kronecker symbols, and `ring` matches the terms.

In `laplacian_X_mul`, the step `key` is the single-$k$ identity before (3). The closing rewrite splits the sum, takes $x_i$ outside, and collapses the Kronecker sum with `Finset.sum_ite_eq'`.

In `J_commute_laplacian`, `hD` is $\Delta\partial_m = \partial_m\Delta$ by two uses of `pderiv_swap` per term. The step `hp` is (4): two uses of `laplacian_X_mul`, two of `hD`, and `pderiv_swap i j p` to make the leftover terms identical before `ring` cancels them. `LinearMap.ext` turns equality on every polynomial into equality of operators. `J_commute_mulRsq` has the same shape, with `hr` for $\partial_m r^2 = 2x_m$ and `hp` for (5).

In `L_commute_laplacian_and_rsq`, `smul_left` carries each commutation through the factor $-\mathrm{i}$. The harmonic part evaluates `h1` on `p`. In the induction on `n`, the base case writes out $L_a 1$, and the step evaluates `h2` on `rsq ^ n` to pull one factor of $r^2$ through. `L_radial` expands $q(r^2)$ into a finite sum with `Polynomial.aeval_eq_sum_range` and kills it term by term. `L_word_harmonic` is induction on the list: the head operator acts on a polynomial already harmonic by `ih`. In `Lz_x_add_iy`, `hX` is $\Delta x_i = 0$, and `e0` and `e1` are the values of $L_z x$ and $L_z y$.

## Reach and limits of the theorems

The theorems are exact operator identities on polynomials of arbitrary degree, with the signs and the index order fixed above. A symbolic or coefficient-array implementation of $L_a$, $\Delta$ and $r^2$ in exact arithmetic has to reproduce them, and `Lz_x_add_iy` pins the sign of $L_z$, which the commutators alone leave free.

There is no inner product in the model. Nonzero polynomials are not square-integrable over all space, and nothing is said about norms, Hermiticity, operator domains or boundary conditions. Gaussian and exponential radial factors, odd powers of $r$ and the Coulomb potential $1/r$ are not polynomials and lie beyond the statements. `L_radial` says that $L_a$ annihilates the polynomial $q(r^2)$; the operator that is shown to commute with $L_a$ is multiplication by $r^2$ itself. The file contains no statement on the degree of $L_a p$, on the commutators of the components among themselves, or on the eigenvalues $l(l+1)$ of $L_x^2+L_y^2+L_z^2$ for angular momentum $l$. Harmonicity is preserved, but that a given shell maps into itself needs the degree statement as well. The Laplacian is the exact one: finite-difference stencils, quadrature grids, truncated bases and rounding can each break the symmetry (a one-centre basis made of complete shells does not), and the theorems give no bound on such effects.

## The same statement on smooth functions

The states could instead be infinitely differentiable functions from $\mathbb{R}^3$ to $\mathbb{C}$, with $\partial_k$ the analytic partial derivative. What follows describes that route and is not among the theorems in the file. Steps (1), (3), (4) and (5) use only linearity, the product rule and the commutation of derivatives, so they would read the same. The induction behind (2) would be unavailable and would give way to the symmetry of second derivatives of a smooth function, and each operator would need a proof that it preserves smoothness. The induction on $n$ would be replaced by the chain rule: for a smooth function $f$ of one variable, $\partial_m f(r^2) = 2x_m f'(r^2)$, so $J_{ij}f(r^2) = 0$. That would bring in a Gaussian factor $e^{-\alpha r^2}$ with exponent $\alpha$, and so the full form of a Gaussian basis function. A factor such as $e^{-r}$ or $1/r$ would still require the origin to be removed from the domain.
